# A classical periodic harmonic chain with its uniform translation removed has mean-square displacement $k_BT(N^2-1)/(12\kappa N)$

Let $N$ atoms of equal mass form a one-dimensional chain with nearest-neighbour springs of constant $\kappa>0$, closed into a ring by periodic boundary conditions. Let $u_j$ be the displacement of atom $j$ along the chain from its lattice site, and let $T$ be the temperature in units with $k_B=1$. The mean-square displacement $\langle u^2\rangle$ is taken to be the classical equipartition sum over all normal modes except the uniform translation.

```lean
import Mathlib

open Real Filter Topology

namespace HarmonicChainFluctuations

noncomputable section

/-- The force on atom `j` of a chain with nearest-neighbour springs of constant `κ`. -/
def springForce (κ : ℝ) (u : ℤ → ℝ) (j : ℤ) : ℝ :=
  κ * (u (j + 1) - u j) - κ * (u j - u (j - 1))

/-- The stiffness of normal mode `k` of a periodic chain of `N` atoms. -/
def modeStiffness (κ : ℝ) (N k : ℕ) : ℝ := 4 * κ * Real.sin (π * k / N) ^ 2

/-- The classical mean-square displacement of an atom at temperature `T` (with `k_B = 1`):
equipartition over all modes except the uniform translation. -/
def meanSquareDisplacement (T κ : ℝ) (N : ℕ) : ℝ :=
  (∑ k ∈ Finset.Ico 1 N, T / modeStiffness κ N k) / N

/-- The classical correlation of the displacements of two atoms `m` sites apart, as a sum over
all modes except the uniform translation. -/
def correlation (T κ : ℝ) (N m : ℕ) : ℝ :=
  (∑ k ∈ Finset.Ico 1 N, T / modeStiffness κ N k * Real.cos (2 * (π * k / N) * m)) / N

/-- The second difference of a cosine wave is proportional to the wave itself. -/
theorem cos_second_difference (a t : ℝ) :
    Real.cos (a + 2 * t) + Real.cos (a - 2 * t) - 2 * Real.cos a
      = -4 * Real.sin t ^ 2 * Real.cos a := by
  rw [Real.cos_add, Real.cos_sub, Real.cos_two_mul]
  linear_combination 4 * Real.cos a * Real.sin_sq_add_cos_sq t

/-- A plane wave with wave number `2πk/N` and any phase fits on the ring of `N` atoms, and the
spring force on it is minus the mode stiffness times the displacement. -/
theorem planeWave_normal_mode (κ φ : ℝ) {N : ℕ} (hN : 0 < N) (k : ℕ) (j : ℤ) :
    Real.cos (2 * (π * k / N) * ((j + N : ℤ) : ℝ) + φ) = Real.cos (2 * (π * k / N) * j + φ) ∧
    springForce κ (fun i => Real.cos (2 * (π * k / N) * i + φ)) j
      = -modeStiffness κ N k * Real.cos (2 * (π * k / N) * j + φ) := by
  have hN' : (N : ℝ) ≠ 0 := by positivity
  constructor
  · rw [← Real.cos_add_nat_mul_two_pi (2 * (π * k / N) * j + φ) k]
    congr 1
    push_cast
    field_simp
    ring
  · have h := cos_second_difference (2 * (π * k / N) * j + φ) (π * k / N)
    have h1 : 2 * (π * k / N) * ((j + 1 : ℤ) : ℝ) + φ
        = 2 * (π * k / N) * j + φ + 2 * (π * k / N) := by push_cast; ring
    have h2 : 2 * (π * k / N) * ((j - 1 : ℤ) : ℝ) + φ
        = 2 * (π * k / N) * j + φ - 2 * (π * k / N) := by push_cast; ring
    simp only [springForce, modeStiffness]
    rw [h1, h2]
    linear_combination κ * h

lemma sin_mode_pos {N k : ℕ} (hk : 0 < k) (hkN : k < N) : 0 < Real.sin (π * k / N) := by
  have hk' : (0 : ℝ) < k := by exact_mod_cast hk
  have hkN' : (k : ℝ) < N := by exact_mod_cast hkN
  have hN' : (0 : ℝ) < N := hk'.trans hkN'
  apply Real.sin_pos_of_pos_of_lt_pi
  · positivity
  · rw [div_lt_iff₀ hN']
    nlinarith [mul_pos Real.pi_pos (sub_pos.2 hkN')]

/-- For `0 < k < N` the values `cos (2πkm/N)` of the cosine wave add up to zero over the atoms `m =
0, ..., N - 1` of the ring. -/
theorem sum_cos_mode {N k : ℕ} (hk : 0 < k) (hkN : k < N) :
    ∑ m ∈ Finset.range N, Real.cos (2 * (π * k / N) * m) = 0 := by
  -- multiplying by the sine of half the wave number makes the sum telescope
  have tele : ∀ (y : ℝ) (n : ℕ), 2 * Real.sin y * ∑ m ∈ Finset.range n, Real.cos (2 * y * m)
      = Real.sin ((2 * n - 1) * y) + Real.sin y := by
    intro y n
    induction n with
    | zero => simp
    | succ n ih =>
      have h1 : (2 * ((n + 1 : ℕ) : ℝ) - 1) * y = 2 * y * n + y := by push_cast; ring
      have h2 : (2 * (n : ℝ) - 1) * y = 2 * y * n - y := by ring
      rw [h2, Real.sin_sub] at ih
      rw [Finset.sum_range_succ, h1, Real.sin_add]
      linear_combination ih
  have hN' : (N : ℝ) ≠ 0 := by
    have : 0 < N := hk.trans hkN
    positivity
  have h := tele (π * k / N) N
  have e : (2 * (N : ℝ) - 1) * (π * k / N) = k * (2 * π) - π * k / N := by
    field_simp
  rw [e, Real.sin_nat_mul_two_pi_sub, neg_add_cancel] at h
  have hs := sin_mode_pos hk hkN
  exact (mul_eq_zero.1 h).resolve_left (by positivity)

/-- Neighbouring correlations differ by an amount that is linear in the separation. -/
theorem correlation_step (T : ℝ) {κ : ℝ} (hκ : 0 < κ) {N m : ℕ} (hm : m < N) :
    κ * N * (correlation T κ N (m + 1) - correlation T κ N m) = T * (m - (N - 1) / 2) := by
  have hN : 0 < N := by omega
  have hN' : (N : ℝ) ≠ 0 := by positivity
  have key : ∀ S : ℝ, (N : ℝ) * (S / N) = S := fun S => by field_simp
  have hC : ∀ n, (N : ℝ) * correlation T κ N n = ∑ k ∈ Finset.Ico 1 N,
      T / modeStiffness κ N k * Real.cos (2 * (π * k / N) * n) := fun n => key _
  have hW : ∀ k ∈ Finset.Ico 1 N,
      κ * (T / modeStiffness κ N k) * (4 * Real.sin (π * k / N) ^ 2) = T := by
    intro k hk
    rw [Finset.mem_Ico] at hk
    have hs := (sin_mode_pos (by omega : 0 < k) hk.2).ne'
    unfold modeStiffness
    generalize Real.sin (π * k / N) = s at hs ⊢
    field_simp
  induction m with
  | zero =>
    have e : κ * ((N : ℝ) * correlation T κ N 1 - N * correlation T κ N 0)
        = ∑ k ∈ Finset.Ico 1 N, (-T / 2) := by
      rw [hC, hC, ← Finset.sum_sub_distrib, Finset.mul_sum]
      refine Finset.sum_congr rfl fun k hk => ?_
      have h := hW k hk
      have h2 := Real.cos_two_mul (π * k / N)
      have h3 := Real.sin_sq_add_cos_sq (π * k / N)
      simp only [Nat.cast_one, Nat.cast_zero, mul_one, mul_zero, Real.cos_zero]
      linear_combination κ * (T / modeStiffness κ N k) * (h2 + 2 * h3) - h / 2
    rw [Finset.sum_const, Nat.card_Ico, nsmul_eq_mul, Nat.cast_sub hN] at e
    push_cast at e ⊢
    linear_combination e
  | succ m ih =>
    have ih' := ih (by omega)
    -- without the uniform mode, the cosines add up to -1
    have hsum : ∑ k ∈ Finset.Ico 1 N, Real.cos (2 * (π * k / N) * (m + 1 : ℕ)) = -1 := by
      have h := sum_cos_mode (Nat.succ_pos m) hm
      rw [Finset.range_eq_Ico, Finset.sum_eq_sum_Ico_succ_bot hN] at h
      simp only [Nat.cast_zero, mul_zero, Real.cos_zero, zero_add] at h
      have e : ∑ k ∈ Finset.Ico 1 N, Real.cos (2 * (π * k / N) * (m + 1 : ℕ))
          = ∑ k ∈ Finset.Ico 1 N, Real.cos (2 * (π * (m + 1 : ℕ) / N) * k) :=
        Finset.sum_congr rfl fun k _ => by congr 1; ring
      rw [e]
      linarith
    have e : κ * ((N : ℝ) * correlation T κ N (m + 1 + 1) - 2 * (N * correlation T κ N (m + 1))
        + N * correlation T κ N m)
        = -T * ∑ k ∈ Finset.Ico 1 N, Real.cos (2 * (π * k / N) * (m + 1 : ℕ)) := by
      rw [hC, hC, hC]
      simp only [Finset.mul_sum, ← Finset.sum_sub_distrib, ← Finset.sum_add_distrib]
      refine Finset.sum_congr rfl fun k hk => ?_
      have h := cos_second_difference (2 * (π * k / N) * (m + 1 : ℕ)) (π * k / N)
      have h1 : 2 * (π * k / N) * ((m + 1 : ℕ) : ℝ) + 2 * (π * k / N)
          = 2 * (π * k / N) * ((m + 1 + 1 : ℕ) : ℝ) := by push_cast; ring
      have h2 : 2 * (π * k / N) * ((m + 1 : ℕ) : ℝ) - 2 * (π * k / N)
          = 2 * (π * k / N) * (m : ℝ) := by push_cast; ring
      rw [h1, h2] at h
      linear_combination κ * (T / modeStiffness κ N k) * h
        - Real.cos (2 * (π * k / N) * (m + 1 : ℕ)) * hW k hk
    rw [hsum] at e
    push_cast
    linear_combination e + ih'

/-- The mean-square relative displacement of two atoms `m` sites apart, times `κ N`, is
`T m (N - m)`. -/
theorem relative_displacement (T : ℝ) {κ : ℝ} (hκ : 0 < κ) {N m : ℕ} (hm : m ≤ N) :
    κ * N * (2 * (correlation T κ N 0 - correlation T κ N m)) = T * (m * (N - m)) := by
  induction m with
  | zero => simp
  | succ m ih =>
    have h := correlation_step T hκ (show m < N by omega)
    push_cast
    linear_combination ih (by omega) - 2 * h

/-- The classical mean-square displacement `⟨u²⟩` of a periodic chain of `N` atoms satisfies
`12 κ N ⟨u²⟩ = T (N² - 1)`. -/
theorem meanSquareDisplacement_eq (T : ℝ) {κ : ℝ} (hκ : 0 < κ) {N : ℕ} (hN : 0 < N) :
    12 * κ * N * meanSquareDisplacement T κ N = T * ((N : ℝ) ^ 2 - 1) := by
  have hN' : (N : ℝ) ≠ 0 := by positivity
  have h0 : correlation T κ N 0 = meanSquareDisplacement T κ N := by
    simp [correlation, meanSquareDisplacement]
  -- the correlations add up to zero around the ring
  have hz : ∑ m ∈ Finset.range N, correlation T κ N m = 0 := by
    simp only [correlation]
    rw [← Finset.sum_div, Finset.sum_comm, Finset.sum_eq_zero, zero_div]
    intro k hk
    rw [Finset.mem_Ico] at hk
    rw [← Finset.mul_sum, sum_cos_mode (by omega) hk.2, mul_zero]
  have hp : ∀ n : ℕ, ∑ m ∈ Finset.range n, (m : ℝ) * (N - m)
      = n * (n - 1) / 2 * N - (n - 1) * n * (2 * n - 1) / 6 := by
    intro n
    induction n with
    | zero => simp
    | succ n ih => rw [Finset.sum_range_succ, ih]; push_cast; ring
  -- average the relative displacement over all separations
  have hs : ∑ m ∈ Finset.range N, κ * N * (2 * (correlation T κ N 0 - correlation T κ N m))
      = ∑ m ∈ Finset.range N, T * ((m : ℝ) * (N - m)) :=
    Finset.sum_congr rfl fun m hm => relative_displacement T hκ (Finset.mem_range.1 hm).le
  rw [← Finset.mul_sum, ← Finset.mul_sum, ← Finset.mul_sum, Finset.sum_sub_distrib, hz, hp,
    Finset.sum_const, Finset.card_range, nsmul_eq_mul, h0] at hs
  apply mul_left_cancel₀ hN'
  linear_combination 6 * hs

/-- The sum of `1 / (4 sin²(πk/N))` over `k = 1, ..., N - 1` is `(N² - 1) / 12`. -/
theorem sum_inv_four_sin_sq {N : ℕ} (hN : 0 < N) :
    ∑ k ∈ Finset.Ico 1 N, 1 / (4 * Real.sin (π * k / N) ^ 2) = ((N : ℝ) ^ 2 - 1) / 12 := by
  have hN' : (N : ℝ) ≠ 0 := by positivity
  have key : ∀ S : ℝ, (N : ℝ) * (S / N) = S := fun S => by field_simp
  have h := meanSquareDisplacement_eq 1 one_pos hN
  simp only [meanSquareDisplacement, modeStiffness, mul_one] at h
  rw [mul_assoc, key] at h
  linarith

/-- As the number of atoms `N` tends to infinity, `κ ⟨u²⟩ / N` tends to `T / 12`. -/
theorem linear_growth (T : ℝ) {κ : ℝ} (hκ : 0 < κ) :
    Tendsto (fun N : ℕ => κ * meanSquareDisplacement T κ N / N) atTop (𝓝 (T / 12)) := by
  have h : Tendsto (fun N : ℕ => ((N : ℝ))⁻¹) atTop (𝓝 0) :=
    tendsto_inv_atTop_zero.comp tendsto_natCast_atTop_atTop
  have h2 := ((h.pow 2).const_sub 1).const_mul (T / 12)
  have e : T / 12 * (1 - (0 : ℝ) ^ 2) = T / 12 := by ring
  rw [e] at h2
  refine Tendsto.congr' ?_ h2
  filter_upwards [eventually_gt_atTop 0] with N hN
  have hN' : (N : ℝ) ≠ 0 := by positivity
  have h3 : κ * meanSquareDisplacement T κ N = T * ((N : ℝ) ^ 2 - 1) / (12 * N) := by
    rw [eq_div_iff (by positivity)]
    linear_combination meanSquareDisplacement_eq T hκ hN
  rw [h3]
  field_simp

end

end HarmonicChainFluctuations
```

```lean
#print axioms HarmonicChainFluctuations.planeWave_normal_mode
#print axioms HarmonicChainFluctuations.meanSquareDisplacement_eq
#print axioms HarmonicChainFluctuations.sum_inv_four_sin_sq
#print axioms HarmonicChainFluctuations.linear_growth
```

```
'HarmonicChainFluctuations.planeWave_normal_mode' depends on axioms: [propext, Classical.choice, Quot.sound]
'HarmonicChainFluctuations.meanSquareDisplacement_eq' depends on axioms: [propext, Classical.choice, Quot.sound]
'HarmonicChainFluctuations.sum_inv_four_sin_sq' depends on axioms: [propext, Classical.choice, Quot.sound]
'HarmonicChainFluctuations.linear_growth' depends on axioms: [propext, Classical.choice, Quot.sound]
```

## The exact displacement, the sine sum and the growth law

Write $\theta_k=\pi k/N$ and $\lambda_k=4\kappa\sin^2\theta_k$, which is `modeStiffness κ N k`. The two thermal quantities are

$$
\langle u^2\rangle=\frac1N\sum_{k=1}^{N-1}\frac{T}{\lambda_k},\qquad
C(m)=\frac1N\sum_{k=1}^{N-1}\frac{T}{\lambda_k}\cos(2\theta_k m).
$$

They are `meanSquareDisplacement T κ N` and `correlation T κ N m`. The second stands for $\langle u_0u_m\rangle$, and $C(0)=\langle u^2\rangle$. The index set `Finset.Ico 1 N` is $k=1,\dots,N-1$, so the zero mode is left out by construction.

For $\kappa>0$ and $N\ge1$, `meanSquareDisplacement_eq` states

$$12\,\kappa N\langle u^2\rangle=T(N^2-1).$$

The theorem `sum_inv_four_sin_sq` is the same fact without the physical constants:

$$\sum_{k=1}^{N-1}\frac{1}{4\sin^2(\pi k/N)}=\frac{N^2-1}{12}.$$

For $N=1$ the sum is empty and both sides vanish; for $N=2$ both sides are $1/4$. Finally, `linear_growth` says that $\kappa\langle u^2\rangle/N\to T/12$ as $N\to\infty$ at fixed $T$ and $\kappa$. At positive temperature the mean-square displacement therefore grows without bound, asymptotically in proportion to the number of atoms.

## Where the mode sum comes from

The force on atom $j$ is

$$F_j=\kappa(u_{j+1}-u_j)-\kappa(u_j-u_{j-1}),$$

which is `springForce`. It acts on displacement fields indexed by all integers, and the ring enters through periodicity. Take the wave $u_j=\cos(2\theta_kj+\varphi)$. Replacing $j$ by $j+N$ adds $2\pi k$ to its argument, so it fits on the ring. With $a=2\theta_kj+\varphi$ and $t=\theta_k$, the identity

$$\cos(a+2t)+\cos(a-2t)-2\cos a=2\cos a\,(\cos2t-1)=-4\sin^2t\cos a$$

gives $F_j=-\lambda_ku_j$. These are the two halves of `planeWave_normal_mode`; the identity is `cos_second_difference`. The theorem ties the stiffness to the springs, and the later proofs do not call on it.

In normalised mode coordinates $Q_k$ the potential energy is $\tfrac12\sum_k\lambda_kQ_k^2$. Classical equipartition gives $\langle Q_k^2\rangle=T/\lambda_k$, and the normalisation of the modes supplies the factor $1/N$. This step is built into the definitions: the file does not construct a Boltzmann distribution or derive the averages from one. The masses drop out because classical position averages depend only on the potential energy.

The condition $\kappa>0$ stands for mechanical stability, without which the relative displacements have no thermal equilibrium. The uniform translation has zero stiffness and would drift freely, so removing it amounts to measuring displacements from the centre of mass. The model has one displacement component per atom and no anharmonicity, and it leaves out zero-point motion.

For simulations that sample the canonical distribution of a classical, one-dimensional harmonic chain in a periodic cell, the result gives the exact size dependence of the mean-square displacement from the lattice sites, with the centre of mass held fixed. At a fixed positive temperature it does not converge as the cell is enlarged.

## Cosines that cancel around the ring

For any $y$ and $n$,

$$2\sin y\sum_{m=0}^{n-1}\cos(2ym)=\sin((2n-1)y)+\sin y,$$

because $2\sin y\cos(2ym)=\sin((2m+1)y)-\sin((2m-1)y)$ and the sum telescopes. Set $y=\theta_k$ and $n=N$. The right side becomes $\sin(2\pi k-\theta_k)+\sin\theta_k=0$. For $0<k<N$ the angle lies strictly between $0$ and $\pi$, so $\sin\theta_k>0$ and can be divided out:

$$\sum_{m=0}^{N-1}\cos(2\theta_km)=0.$$

This is `sum_cos_mode`. Its internal statement `tele` is the telescoping identity, proved by induction on $n$, and `sin_mode_pos` supplies the positive sine.

## A correlation with constant second difference

By the definition of the stiffness, $\kappa\,(T/\lambda_k)\,4\sin^2\theta_k=T$; in `correlation_step` this is `hW`. Applying the cosine identity to each term of $C$ makes the stiffness cancel:

$$
\kappa N\,[C(m+2)-2C(m+1)+C(m)]=-T\sum_{k=1}^{N-1}\cos(2\theta_k(m+1))=T,
\qquad 0<m+1<N.
$$

The last sum is $-1$. The expression $\cos(2\pi k(m+1)/N)$ is symmetric in $k$ and $m+1$, so the previous result applies with $m+1$ as the mode number, and omitting the $k=0$ term removes a $1$ from a total of zero.

The first difference starts at

$$
\kappa N\,[C(1)-C(0)]=\kappa\sum_{k=1}^{N-1}\frac{T}{\lambda_k}(\cos2\theta_k-1)
=-\sum_{k=1}^{N-1}\frac T2=-\frac{(N-1)T}{2}.
$$

Adding $T$ at each further step gives, for $0\le m<N$,

$$\kappa N\,[C(m+1)-C(m)]=T\left(m-\frac{N-1}{2}\right).$$

The Lean proof is an induction on $m$ with these two calculations as its base case and step. In each, `Finset.sum_congr` reduces the claim to one mode, and `linear_combination` checks the remaining algebra.

## Relative displacements, then the absolute one

Summing the first differences from $0$ to $m-1$ yields

$$
2\kappa N\,[C(0)-C(m)]=-2T\sum_{i=0}^{m-1}\left(i-\frac{N-1}{2}\right)
=-Tm(m-1)+Tm(N-1)=Tm(N-m).
$$

This is `relative_displacement`, for $0\le m\le N$, again by induction. Since all atoms are equivalent, $2[C(0)-C(m)]$ is $\langle(u_0-u_m)^2\rangle$. It equals $(T/\kappa)\,m(N-m)/N$, the profile of a random walk forced to return to its start after $N$ steps.

To recover $C(0)$ itself, sum over $m=0,\dots,N-1$. Every mode in $C$ has cosines that cancel around the ring, so $\sum_mC(m)=0$; this is `hz`. On the right,

$$
\sum_{m=0}^{N-1}m(N-m)=\frac{N^2(N-1)}2-\frac{(N-1)N(2N-1)}6=\frac{N(N^2-1)}6,
$$

for which `hp` provides the polynomial formula. Hence $2\kappa N^2C(0)=TN(N^2-1)/6$. Cancelling one factor $N$ and multiplying by $6$ gives `meanSquareDisplacement_eq`.

Setting $T=\kappa=1$ turns this into the sine sum. For the limit, the exact formula is rewritten as

$$\frac{\kappa\langle u^2\rangle}{N}=\frac{T}{12}\left(1-\frac1{N^2}\right),$$

and $1/N\to0$ finishes the argument. In Lean, `Tendsto.congr'` transfers the limit, since the two expressions agree for every $N>0$.

## Separations beyond one turn

The bound $m\le N$ in `relative_displacement` matters. Take $N=2$ and $m=3$. Going three sites around a ring of two atoms leads to the same atom as going one site, so the left side is $T\cdot1\cdot(2-1)=T$. The formula on the right would give $T\cdot3\cdot(2-3)=-3T$, which for $T>0$ would be a negative mean square. The parabola describes a single turn around the ring and has to be repeated periodically after that.

## A sum of sine ratios

The relative displacements lead to a neighbouring trigonometric identity. Put $T=\kappa=1$ in their formula and use $1-\cos(2\theta_km)=2\sin^2(\theta_km)$. For $N\ge1$ and $0\le m\le N$ this gives

$$\sum_{k=1}^{N-1}\frac{\sin^2(\pi km/N)}{\sin^2(\pi k/N)}=m(N-m).$$

At $m=1$ every term is $1$ and the sum is $N-1$, as it should be.
